# Averaging image-charge potentials over all grounded and insulating wall combinations recovers free space

Let \(d\) be the number of axes, with one wall in each coordinate plane \(x_i=0\), and put a unit charge at \(a\). The walls bound the corner where all \(x_i>0\), which in the physical problem holds both the charge and the field point \(x\). Two Boolean functions on the axes label the problem:

- `w i` is true if wall \(i\) is grounded (zero potential) and false if it is insulating, which here means zero normal derivative, a condition that an ordinary dielectric surface does not impose.
- `r i` is true if the image is reflected along axis \(i\). The image position \(a^r\) has coordinate \(-a_i\) there and \(a_i\) elsewhere.

Let \(\sigma(w_i,r_i)=-1\) if both entries are true, and \(1\) otherwise. The image charge is \(W(w,r)=\prod_i\sigma(w_i,r_i)\). For a real function \(g\) of distance, with unit constants absorbed into it, the potential is

\[
\Phi_w(x)=\sum_r W(w,r)\,g(|x-a^r|).
\]

The sum has \(2^d\) terms, including the original charge. In the file these objects are `factor`, `weight`, `image` and `wallPotential`, and `sep` is the Euclidean distance. The identity, `average_eq_free_space`, is

\[
\frac1{2^d}\sum_w\Phi_w(x)=g(|x-a|).
\]

## Use in Poisson solvers

If a code has the three-dimensional Coulomb potentials of a charge for all eight wall combinations at a single corner, each vanishing at infinity, their plain average is the open-boundary potential inside that corner. By linearity this extends to any finite set of charges, such as a discretised density in a Hartree calculation, provided that the same density is used for every combination. The identity is also a partial test of the signs in an image-sum routine. It does not detect an interchange of grounded and insulating walls throughout, which only reorders the potentials being averaged. A finite box with opposite walls has infinitely many images and is a different problem.

## Orthogonal image charges

The sum over wall configurations factorises over axes:

\[
\sum_w W(w,r)W(w,r')=\prod_i\sum_{b}\sigma(b,r_i)\sigma(b,r'_i).
\]

The insulating term of each factor is \(1\). The grounded term is \(1\) if \(r_i=r'_i\) and \(-1\) otherwise, so the factor is \(2\) or \(0\). The product is therefore \(2^d\delta_{rr'}\). Inserting the definition of \(\Phi_w\) and exchanging sums gives

\[
\frac1{2^d}\sum_w W(w,r)\Phi_w(x)
=\frac1{2^d}\sum_{r'}2^d\delta_{rr'}\,g(|x-a^{r'}|)
=g(|x-a^r|).
\]

For the unreflected charge \(W(w,r)=1\) and \(a^r=a\), which is the identity.

## Wall conditions and equal weights

Replace \(x_i\) by \(-x_i\) and toggle \(r_i\) in the sum. Distances are unchanged, while each charge gains the wall's sign: \(-1\) if grounded, \(1\) if insulating. On a grounded wall \(\Phi_w=-\Phi_w\), hence \(\Phi_w=0\). For an insulating wall \(\Phi_w\) is even in \(x_i\), so its normal derivative at the wall vanishes once it exists. It does exist if \(a_i>0\), which keeps all images off the wall, and \(g\) is differentiable at positive distances, as the Coulomb and Yukawa kernels are.

Now let all \(a_i>0\), and suppose \(\sum_w c_w\Phi_w(x)=g(|x-a|)\) for every \(g\) and \(x\). Choose \(g(0)=1\), \(g=0\) elsewhere, and \(x=a^r\). The images are distinct, so \(\sum_w c_wW(w,r)\) is \(1\) for the unreflected charge and \(0\) otherwise. Multiply by \(W(w_0,r)\) and sum over \(r\). Since \(W(w,r)=W(r,w)\), orthogonality gives \(2^dc_{w_0}=1\).

## The Lean file

```lean
import Mathlib

open Finset

namespace ImageWallAveraging

noncomputable section

variable {ι : Type*} [Fintype ι] [DecidableEq ι]

/-- The sign contributed by one axis: `-1` if the wall is grounded (first argument true)
and the charge is reflected in it (second argument true), and `1` otherwise. -/
def factor (grounded reflected : Bool) : ℝ := if grounded && reflected then -1 else 1

/-- The charge of the image with reflections `r` for the walls `w`: the product of the
signs of all axes. -/
def weight (w r : ι → Bool) : ℝ := ∏ i, factor (w i) (r i)

/-- The position of the image of `a` reflected along the axes where `r` is true. -/
def image (a : ι → ℝ) (r : ι → Bool) : ι → ℝ := fun i => if r i then -a i else a i

/-- The Euclidean distance between two points. -/
def sep (x y : ι → ℝ) : ℝ := √(∑ i, (x i - y i) ^ 2)

/-- The potential at `x` of a unit charge at `a` and all its images, for the radial kernel
`g` and walls that are grounded where `w` is true and insulating where it is false. -/
def wallPotential (g : ℝ → ℝ) (a : ι → ℝ) (w : ι → Bool) (x : ι → ℝ) : ℝ :=
  ∑ r : ι → Bool, weight w r * g (sep x (image a r))

/-- Summed over all wall configurations, the charges of two different images are
orthogonal. -/
theorem weight_orthogonal (r r' : ι → Bool) :
    ∑ w : ι → Bool, weight w r * weight w r' =
      if r = r' then (2 : ℝ) ^ Fintype.card ι else 0 := by
  have h : ∀ w : ι → Bool, weight w r * weight w r' =
      ∏ i, factor (w i) (r i) * factor (w i) (r' i) :=
    fun w => Finset.prod_mul_distrib.symm
  -- the sum over configurations factorises over the axes
  have h2 : ∑ w : ι → Bool, ∏ i, factor (w i) (r i) * factor (w i) (r' i) =
      ∏ i, ∑ b : Bool, factor b (r i) * factor b (r' i) := by
    rw [Finset.prod_univ_sum, Fintype.piFinset_univ]
  have h3 : ∀ b c : Bool, ∑ s : Bool, factor s b * factor s c =
      if b = c then (2 : ℝ) else 0 := by
    intro b c
    cases b <;> cases c <;> norm_num [factor]
  simp_rw [h]
  rw [h2]
  simp_rw [h3]
  by_cases hr : r = r'
  · simp [hr]
  · obtain ⟨i, hi⟩ := Function.ne_iff.1 hr
    rw [if_neg hr]
    exact Finset.prod_eq_zero (Finset.mem_univ i) (if_neg hi)

omit [Fintype ι] [DecidableEq ι] in
/-- If the charge has positive coordinates, every image reflected at least once has a
negative coordinate. -/
theorem image_outside {a : ι → ℝ} (ha : ∀ i, 0 < a i) {r : ι → Bool}
    (hr : r ≠ fun _ => false) : ∃ i, image a r i < 0 := by
  obtain ⟨i, hi⟩ := Function.ne_iff.1 hr
  have hi' : r i = true := by simpa using hi
  exact ⟨i, by simp [image, hi', ha i]⟩

/-- Reflecting the field point in a wall changes the sign of the potential if the wall is
grounded and leaves the potential unchanged if it is insulating. -/
theorem wallPotential_reflect (g : ℝ → ℝ) (a : ι → ℝ) (w : ι → Bool) (x : ι → ℝ) (i : ι) :
    wallPotential g a w (Function.update x i (-x i)) =
      (if w i then -1 else 1) * wallPotential g a w x := by
  have hinv : Function.Involutive
      (fun r : ι → Bool => Function.update r i (!r i)) := by
    intro r
    simp
  unfold wallPotential
  -- relabel the images by toggling the reflection along axis `i`
  refine ((Equiv.sum_comp hinv.toPerm _).symm).trans ?_
  rw [Finset.mul_sum]
  refine Finset.sum_congr rfl fun r _ => ?_
  change weight w (Function.update r i (!r i)) *
    g (sep (Function.update x i (-x i)) (image a (Function.update r i (!r i)))) = _
  have hw : weight w (Function.update r i (!r i)) =
      (if w i then -1 else 1) * weight w r := by
    have h1 : (if w i then (-1 : ℝ) else 1) =
        ∏ j, if j = i then (if w i then (-1 : ℝ) else 1) else 1 := by simp
    rw [h1]
    unfold weight
    rw [← Finset.prod_mul_distrib]
    refine Finset.prod_congr rfl fun j _ => ?_
    by_cases hj : j = i
    · rw [hj]
      cases r i <;> cases w i <;> simp [factor]
    · simp [hj]
  have hs : sep (Function.update x i (-x i)) (image a (Function.update r i (!r i))) =
      sep x (image a r) := by
    unfold sep
    congr 1
    refine Finset.sum_congr rfl fun j _ => ?_
    by_cases hj : j = i
    · have h1 : image a (Function.update r i (!r i)) i = -image a r i := by
        cases h : r i <;> simp [image, h]
      rw [hj, h1, Function.update_self]
      ring
    · simp [image, hj]
  rw [hw, hs, mul_assoc]

/-- The potential vanishes on every grounded wall. -/
theorem grounded_wall (g : ℝ → ℝ) (a : ι → ℝ) {w : ι → Bool} {x : ι → ℝ} {i : ι}
    (hw : w i = true) (hx : x i = 0) : wallPotential g a w x = 0 := by
  have h := wallPotential_reflect g a w x i
  have hfix : Function.update x i (-x i) = x := by
    funext j
    by_cases hj : j = i
    · rw [hj, Function.update_self, hx, neg_zero]
    · rw [Function.update_of_ne hj]
  rw [hfix, hw, if_pos rfl] at h
  linarith

/-- On an insulating wall the normal derivative of the potential vanishes, if the charge is on the
positive side of that wall and the kernel is differentiable at positive distances. -/
theorem insulating_wall {g : ℝ → ℝ} (hg : ∀ ρ, 0 < ρ → DifferentiableAt ℝ g ρ)
    {a : ι → ℝ} {w : ι → Bool} (x : ι → ℝ) {i : ι} (ha : 0 < a i) (hw : w i = false) :
    HasDerivAt (fun t => wallPotential g a w (Function.update x i t)) 0 0 := by
  have hd : DifferentiableAt ℝ
      (fun t => wallPotential g a w (Function.update x i t)) 0 := by
    unfold wallPotential
    refine DifferentiableAt.fun_sum fun r _ => DifferentiableAt.const_mul ?_ _
    -- no image lies on the wall
    have hpos : 0 < ∑ j, (Function.update x i 0 j - image a r j) ^ 2 := by
      refine Finset.sum_pos' (fun j _ => sq_nonneg _) ⟨i, Finset.mem_univ i, ?_⟩
      have hne : image a r i ≠ 0 := by
        cases h : r i <;> simp [image, h, ha.ne']
      rw [Function.update_self, zero_sub, neg_sq]
      positivity
    have hs : DifferentiableAt ℝ
        (fun t => sep (Function.update x i t) (image a r)) 0 := by
      unfold sep
      refine DifferentiableAt.sqrt (DifferentiableAt.fun_sum fun j _ => ?_) hpos.ne'
      by_cases hj : j = i
      · rw [hj]
        simp only [Function.update_self]
        fun_prop
      · simp only [Function.update_of_ne hj]
        fun_prop
    exact DifferentiableAt.comp (0 : ℝ) (hg _ (Real.sqrt_pos.2 hpos)) hs
  -- a differentiable even function has zero slope at the origin
  have heven : (fun t => wallPotential g a w (Function.update x i (-t))) =
      fun t => wallPotential g a w (Function.update x i t) := by
    funext t
    have h := wallPotential_reflect g a w (Function.update x i t) i
    simpa [hw] using h
  have h := deriv_comp_neg (fun t => wallPotential g a w (Function.update x i t)) 0
  rw [heven, neg_zero] at h
  exact hd.hasDerivAt.congr_deriv (by linarith)

/-- Averaging over all wall configurations, each weighted by the charge it gives to one
chosen image, leaves the potential of that image alone, with unit charge. -/
theorem isolate_image (g : ℝ → ℝ) (a x : ι → ℝ) (r : ι → Bool) :
    (∑ w : ι → Bool, weight w r * wallPotential g a w x) / 2 ^ Fintype.card ι =
      g (sep x (image a r)) := by
  have h : ∑ w : ι → Bool, weight w r * wallPotential g a w x =
      ∑ r' : ι → Bool, (∑ w : ι → Bool, weight w r * weight w r') *
        g (sep x (image a r')) := by
    simp_rw [wallPotential, Finset.mul_sum, Finset.sum_mul]
    rw [Finset.sum_comm]
    simp_rw [mul_assoc]
  rw [h, div_eq_iff (by positivity)]
  simp_rw [weight_orthogonal]
  simp [mul_comm]

/-- The average of the potentials over all combinations of grounded and insulating walls is
exactly the free-space potential of the charge. -/
theorem average_eq_free_space (g : ℝ → ℝ) (a x : ι → ℝ) :
    (∑ w : ι → Bool, wallPotential g a w x) / 2 ^ Fintype.card ι = g (sep x a) := by
  have h := isolate_image g a x (fun _ => false)
  have h0 : image a (fun _ => false) = a := by
    funext i
    simp [image]
  rw [h0] at h
  simpa [weight, factor] using h

omit [DecidableEq ι] in
/-- Two images of a charge with positive coordinates coincide only if they arise from the
same reflections. -/
theorem sep_image_eq_zero {a : ι → ℝ} (ha : ∀ i, 0 < a i) (r r' : ι → Bool) :
    sep (image a r) (image a r') = 0 ↔ r = r' := by
  constructor
  · intro h
    have h0 := (Real.sqrt_eq_zero (Finset.sum_nonneg fun i _ => sq_nonneg _)).1 h
    rw [Finset.sum_eq_zero_iff_of_nonneg (fun i _ => sq_nonneg _)] at h0
    funext i
    have h1 : image a r i - image a r' i = 0 :=
      pow_eq_zero_iff (two_ne_zero) |>.1 (h0 i (Finset.mem_univ i))
    have hi := ha i
    cases h2 : r i <;> cases h3 : r' i <;> simp only [image, h2, h3] at h1 ⊢ <;>
      norm_num at h1 <;> linarith
  · rintro rfl
    simp [sep]

/-- For a charge with positive coordinates, a fixed linear combination of the wall potentials
gives the free-space potential for every radial kernel and field point exactly when all
wall configurations carry the same weight, one over their number. -/
theorem weights_unique {a : ι → ℝ} (ha : ∀ i, 0 < a i) (c : (ι → Bool) → ℝ) :
    (∀ (g : ℝ → ℝ) (x : ι → ℝ),
      ∑ w : ι → Bool, c w * wallPotential g a w x = g (sep x a)) ↔
    ∀ w, c w = 1 / 2 ^ Fintype.card ι := by
  constructor
  · intro h w₀
    -- a kernel supported at zero distance reads off the charge of each image
    have key : ∀ r : ι → Bool, ∑ w : ι → Bool, c w * weight w r =
        if r = (fun _ => false) then (1 : ℝ) else 0 := by
      intro r
      have h1 := h (fun ρ => if ρ = 0 then 1 else 0) (image a r)
      have h2 : ∀ w : ι → Bool, wallPotential (fun ρ => if ρ = 0 then 1 else 0) a w
          (image a r) = weight w r := by
        intro w
        simp [wallPotential, sep_image_eq_zero ha]
      simp_rw [h2] at h1
      have h3 : sep (image a r) a = 0 ↔ r = fun _ => false := by
        have h4 := sep_image_eq_zero ha r (fun _ => false)
        have h5 : image a (fun _ => false) = a := by
          funext i
          simp [image]
        rwa [h5] at h4
      exact h1.trans (if_congr h3 rfl rfl)
    have hcomm : ∀ u v : ι → Bool, weight u v = weight v u := by
      intro u v
      simp only [weight, factor, Bool.and_comm]
    -- orthogonality inverts the resulting linear system
    have e : ∑ r : ι → Bool, weight w₀ r * ∑ w : ι → Bool, c w * weight w r =
        2 ^ Fintype.card ι * c w₀ := by
      simp_rw [Finset.mul_sum]
      rw [Finset.sum_comm]
      have h1 : ∀ w : ι → Bool, ∑ r : ι → Bool, weight w₀ r * (c w * weight w r) =
          c w * if w₀ = w then (2 : ℝ) ^ Fintype.card ι else 0 := by
        intro w
        rw [← weight_orthogonal w₀ w, Finset.mul_sum]
        refine Finset.sum_congr rfl fun r _ => ?_
        rw [hcomm r w₀, hcomm r w]
        ring
      simp_rw [h1]
      simp [mul_comm]
    have h1 : weight w₀ (fun _ => false) = 1 := by simp [weight, factor]
    have e2 : 1 = 2 ^ Fintype.card ι * c w₀ := by
      rw [← e]
      simp [key, h1]
    rw [eq_div_iff (by positivity)]
    linarith
  · intro h g x
    rw [← average_eq_free_space g a x, Finset.sum_div]
    refine Finset.sum_congr rfl fun w _ => ?_
    rw [h w]
    ring

end

end ImageWallAveraging
```

```lean
#print axioms ImageWallAveraging.grounded_wall
#print axioms ImageWallAveraging.insulating_wall
#print axioms ImageWallAveraging.average_eq_free_space
#print axioms ImageWallAveraging.weights_unique
```

```
'ImageWallAveraging.grounded_wall' depends on axioms: [propext, Classical.choice, Quot.sound]
'ImageWallAveraging.insulating_wall' depends on axioms: [propext, Classical.choice, Quot.sound]
'ImageWallAveraging.average_eq_free_space' depends on axioms: [propext, Classical.choice, Quot.sound]
'ImageWallAveraging.weights_unique' depends on axioms: [propext, Classical.choice, Quot.sound]
```

## From product of sums to sum over walls

The central device is `Finset.prod_univ_sum`, the distributive law for a finite product of sums. Expanding such a product means choosing one summand per axis, and a choice of one Boolean per axis is exactly a wall configuration `w : ι → Bool`. `Fintype.piFinset_univ` identifies the set of choices with all configurations. In `weight_orthogonal`, `h3` then checks the four Boolean cases of one factor.

`isolate_image` exchanges the sums with `Finset.sum_comm`, and `average_eq_free_space` sets `r` to false everywhere. `wallPotential_reflect` relabels images through `Equiv.sum_comp`; `grounded_wall` and `insulating_wall` follow from it, the latter using `deriv_comp_neg` for the even function. `sep_image_eq_zero` supplies the distinct images for `weights_unique`.

## Scope of the guarantee

The average holds for every real \(g\), \(a\) and \(x\), with no sign condition on \(a\). For a singular kernel, read it away from the charge and its images, since Lean gives `1 / 0` the value zero.

For positive \(a\), `image_outside` puts every true image outside the positive orthant. The file does not state that \(\Phi_w\) solves Poisson's equation, which would require a specific \(g\), and it says nothing about grid or rounding errors. `weights_unique` concerns weights that work for all radial kernels and all field points at once, including points behind the walls. It does not treat one fixed kernel.
